# A real function of a spin's magnetic quantum number m is even exactly when it is given by a unique real polynomial in m² of degree at most ⌊S⌋

A single spin S = n/2 has n + 1 levels, labelled by m = k − n/2 with k = 0, …, n, and `f` gives each level a real number. The theorem `even_iff_existsUnique_polynomial` says that `f` takes equal values at m and −m for every level if and only if there is exactly one real polynomial p, of degree at most ⌊n/2⌋, with p(m²) equal to `f` at every level. No Hamiltonian enters; `f` is any real function on this finite set of levels. For the forward direction the attempt builds p by Lagrange interpolation at the values m² of the levels with k ≤ n/2, and reaches the other levels by reflection. The converse holds because m and −m have the same square.

The first attempt, which Lean rejects:

```lean
import Mathlib

open Polynomial

namespace EvenIffExistsUniquePolynomial

noncomputable section

/-- The magnetic quantum number `m = k - n/2` of level `k` of a spin `S = n/2`. -/
def mag (n : ℕ) (k : Fin (n + 1)) : ℝ := (k : ℕ) - (n : ℝ) / 2

/-- Reversing the order of the levels changes the sign of `m`. -/
theorem mag_rev {n : ℕ} (k : Fin (n + 1)) : mag n k.rev = -mag n k := by
  have h : (k.rev : ℕ) + (k : ℕ) = n := by
    have := k.isLt
    rw [Fin.val_rev]
    omega
  have h' : ((k.rev : ℕ) : ℝ) + ((k : ℕ) : ℝ) = n := by exact_mod_cast h
  unfold mag
  linarith

/-- Two levels have the same `m²` exactly when they coincide or are mirror images. -/
theorem mag_sq_eq_iff {n : ℕ} (j k : Fin (n + 1)) :
    mag n j ^ 2 = mag n k ^ 2 ↔ j = k ∨ j = k.rev := by
  have inj : ∀ a b : Fin (n + 1), mag n a = mag n b → a = b := by
    intro a b h
    unfold mag at h
    have h' : ((a : ℕ) : ℝ) = ((b : ℕ) : ℝ) := by linarith
    exact Fin.ext (by exact_mod_cast h')
  rw [sq_eq_sq_iff_eq_or_eq_neg, ← mag_rev]
  constructor
  · rintro (h | h)
    · exact Or.inl (inj _ _ h)
    · exact Or.inr (inj _ _ h)
  · rintro (h | h)
    · exact Or.inl (by rw [h])
    · exact Or.inr (by rw [h])

/-- A real level function of a spin `n/2` is even in `m` if and only if it is `p(m²)` for a
unique real polynomial `p` of degree at most `⌊n/2⌋`. -/
theorem even_iff_existsUnique_polynomial {n : ℕ} (f : Fin (n + 1) → ℝ) :
    (∀ k, f k.rev = f k) ↔
      ∃! p : ℝ[X], p.natDegree ≤ n / 2 ∧ ∀ k, p.eval (mag n k ^ 2) = f k := by
  constructor
  · intro hf
    -- the levels with `k ≤ n/2` serve as interpolation nodes
    let e : Fin (n / 2 + 1) → Fin (n + 1) := fun i => ⟨i, by have := i.isLt; omega⟩
    let v : Fin (n / 2 + 1) → ℝ := fun i => mag n (e i) ^ 2
    have hv : Set.InjOn v (Finset.univ : Finset (Fin (n / 2 + 1))) := by
      intro i _ j _ h
      have hi := i.isLt
      have hj := j.isLt
      rcases (mag_sq_eq_iff (e i) (e j)).1 h with h | h
      · have h' : (i : ℕ) = j := congrArg Fin.val h
        exact Fin.ext h'
      · have h' : (i : ℕ) = n + 1 - ((j : ℕ) + 1) :=
          (congrArg Fin.val h).trans (Fin.val_rev (e j))
        exact Fin.ext (by omega)
    have hdeg : ∀ p : ℝ[X], p.natDegree ≤ n / 2 ↔
        p.degree < ((Finset.univ : Finset (Fin (n / 2 + 1))).card : WithBot ℕ) := by
      intro p
      rw [Finset.card_fin, Polynomial.degree_lt_iff_coeff_zero,
        Polynomial.natDegree_le_iff_coeff_eq_zero]
      exact Iff.rfl
    refine ⟨Lagrange.interpolate Finset.univ v (fun i => f (e i)),
      ⟨(hdeg _).2 (Lagrange.degree_interpolate_lt _ hv), fun k => ?_⟩, ?_⟩
    · have node : ∀ i, (Lagrange.interpolate Finset.univ v (fun i => f (e i))).eval
          (mag n (e i) ^ 2) = f (e i) := fun i =>
        Lagrange.eval_interpolate_at_node (fun i => f (e i)) hv (Finset.mem_univ i)
      have hk := k.isLt
      by_cases h : (k : ℕ) ≤ n / 2
      · exact node ⟨k, by omega⟩
      · -- a level in the upper half is the mirror image of a node
        have hr : e ⟨n - k, by omega⟩ = k.rev := by
          apply Fin.ext
          rw [Fin.val_rev]
          change n - (k : ℕ) = n + 1 - ((k : ℕ) + 1)
          omega
        have := node ⟨n - k, by omega⟩
        rwa [hr, mag_rev, neg_sq, hf] at this
    · rintro q ⟨hq, hqe⟩
      refine Lagrange.eq_of_degrees_lt_of_eval_index_eq Finset.univ hv ((hdeg q).1 hq)
        (Lagrange.degree_interpolate_lt _ hv) (fun i hi => ?_)
      rw [Lagrange.eval_interpolate_at_node _ hv hi]
      exact hqe (e i)
  · rintro ⟨p, ⟨-, hp⟩, -⟩ k
    rw [← hp, ← hp, mag_rev, neg_sq]

end

end EvenIffExistsUniquePolynomial
```

Messages:

```
Main.lean:54:50: error: Application type mismatch: The argument
  h
has type
  e i = e j
but is expected to have type
  i = j
in the application
  congrArg Fin.val h
Main.lean:82:13: error(lean.unknownIdentifier): Unknown identifier `Lagrange.eq_of_degrees_lt_of_eval_index_eq`
Main.lean:84:10: error: No goals to be solved
```

Diagnosis. The first error comes from the type written on `h'`. Given the goal `(i : ℕ) = j`, Lean read `congrArg Fin.val` as acting on `i` and `j`, and so wanted a proof of `i = j`, while `h` proves `e i = e j`. Without the annotation, `h'` is the equality of the values of `e i` and `e j`. By the definition of `e` these are the values of `i` and `j`, so `Fin.ext h'` is accepted.

The second error says that Lean knows no `Lagrange.eq_of_degrees_lt_of_eval_index_eq`. The third follows from it: after the failed `refine` no goal was left open, so the `rw` had nothing to work on. The repair uses `Lagrange.eq_interpolate_of_eval_eq`, which concludes that `q` is the interpolating polynomial from the injectivity of the nodes, the degree bound and the values of `q` at the nodes. The last are supplied by `hqe (e i)`, so the separate `rw` is no longer needed.

The repair, with which the file compiles:

```diff
@@ -52,5 +52,5 @@
       have hj := j.isLt
       rcases (mag_sq_eq_iff (e i) (e j)).1 h with h | h
-      · have h' : (i : ℕ) = j := congrArg Fin.val h
+      · have h' := congrArg Fin.val h
         exact Fin.ext h'
       · have h' : (i : ℕ) = n + 1 - ((j : ℕ) + 1) :=
@@ -80,8 +80,6 @@
         rwa [hr, mag_rev, neg_sq, hf] at this
     · rintro q ⟨hq, hqe⟩
-      refine Lagrange.eq_of_degrees_lt_of_eval_index_eq Finset.univ hv ((hdeg q).1 hq)
-        (Lagrange.degree_interpolate_lt _ hv) (fun i hi => ?_)
-      rw [Lagrange.eval_interpolate_at_node _ hv hi]
-      exact hqe (e i)
+      exact Lagrange.eq_interpolate_of_eval_eq (fun i => f (e i)) hv ((hdeg q).1 hq)
+        (fun i _ => hqe (e i))
   · rintro ⟨p, ⟨-, hp⟩, -⟩ k
     rw [← hp, ← hp, mag_rev, neg_sq]
```
